# At each positive order in the coupling, the ring-CCD residual is affine in the amplitude of that order

For real orbitals and without exchange terms, the left side of the ring-CCD (ring coupled-cluster doubles) equation has the form xK + (D + xK)T + T(D + xK) + xTKT. Here D is a real diagonal matrix, K may be any real matrix of the same finite size, and T is a formal power series in the coupling strength x with matrix coefficients T₀, T₁, and so on. The theorem says that the coefficient of this expression at order m + 1 is DTₘ₊₁ + Tₘ₊₁D plus a source built from K and T₀, ..., Tₘ. This is an identity for every series T, whether or not it solves the equation, and convergence plays no part. The attempt moves the factors x to the left of each product, reads off the coefficients with `simp only`, and leaves the reordering of the sum to `abel`.

As first written in Lean, the proof fails:

```lean
import Mathlib

open PowerSeries Matrix

namespace CoeffSuccResidual

noncomputable section

variable {n : Type*} [Fintype n] [DecidableEq n]

/-- Left side of the ring-CCD equation, `xK + (D + xK)T + T(D + xK) + xTKT`, for a formal
power series `T` in the coupling strength `x` with matrix coefficients and `D = diag d`. -/
def residual (d : n → ℝ) (K : Matrix n n ℝ) (T : PowerSeries (Matrix n n ℝ)) :
    PowerSeries (Matrix n n ℝ) :=
  X * C K + (C (Matrix.diagonal d) + X * C K) * T
    + T * (C (Matrix.diagonal d) + X * C K) + X * (T * C K * T)

/-- The source that amplitudes `t 0, ..., t m` produce in the equation of order `m + 1`. -/
def source (K : Matrix n n ℝ) (t : ℕ → Matrix n n ℝ) (m : ℕ) : Matrix n n ℝ :=
  (if m = 0 then K else 0) + K * t m + t m * K + ∑ k : Fin (m + 1), t k * K * t (m - k)

/-- At order `m + 1` the ring-CCD equation is linear in the amplitude of that order, with a
source made of lower orders. -/
theorem coeff_succ_residual (d : n → ℝ) (K : Matrix n n ℝ)
    (T : PowerSeries (Matrix n n ℝ)) (m : ℕ) :
    coeff (m + 1) (residual d K T) = Matrix.diagonal d * coeff (m + 1) T
      + coeff (m + 1) T * Matrix.diagonal d + source K (fun k => coeff k T) m := by
  -- the formal variable commutes with the amplitudes
  have hT : T * (X * C K) = X * (T * C K) := by
    rw [← mul_assoc, (PowerSeries.commute_X T).eq, mul_assoc]
  have hK : X * C K * T = X * (C K * T) := mul_assoc _ _ _
  have hq : coeff m (T * C K * T)
      = ∑ k : Fin (m + 1), coeff (k : ℕ) T * K * coeff (m - k) T := by
    rw [PowerSeries.coeff_mul, Finset.Nat.sum_antidiagonal_eq_sum_range_succ
      (fun a b => coeff a (T * C K) * coeff b T), Finset.sum_range]
    exact Finset.sum_congr rfl fun k _ => by rw [PowerSeries.coeff_mul_C]
  rw [residual, add_mul, mul_add, hT, hK]
  simp only [map_add, PowerSeries.coeff_succ_X_mul, PowerSeries.coeff_C_mul,
    PowerSeries.coeff_mul_C, hq, PowerSeries.coeff_C, source]
  abel

end

end CoeffSuccResidual
```

The error:

```
Try this:
  [apply] abel_nf
Main.lean:27:81: error: unsolved goals
n : Type u_1
inst✝¹ : Fintype n
inst✝ : DecidableEq n
d : n → ℝ
K : Matrix n n ℝ
T : (Matrix n n ℝ)⟦X⟧
m : ℕ
hT : T * (X * C K) = X * (T * C K)
hK : X * C K * T = X * (C K * T)
hq : (coeff m) (T * C K * T) = ∑ k, (coeff ↑k) T * K * (coeff (m - ↑k)) T
⊢ (coeff (m + 1)) X * K +
      (diagonal d * (coeff (m + 1)) T +
        (K * (coeff m) T +
          ((coeff (m + 1)) T * diagonal d + ((coeff m) T * K + ∑ k, (coeff ↑k) T * K * (coeff (m - ↑k)) T)))) =
    diagonal d * (coeff (m + 1)) T +
      (K * (coeff m) T +
        ((coeff (m + 1)) T * diagonal d +
          ((coeff m) T * K + (∑ k, (coeff ↑k) T * K * (coeff (m - ↑k)) T + if m = 0 then K else 0))))
Main.lean:39:33: warning: This simp argument is unused:
  PowerSeries.coeff_C

Hint: Omit it from the simp argument list.
  [apply] simp only [map_add, PowerSeries.coeff_succ_X_mul, PowerSeries.coeff_C_mul, PowerSeries.coeff_mul_C, hq,
    source]

Note: This linter can be disabled with `set_option linter.unusedSimpArgs false`
```

The change, after which it compiles:

```diff
@@ -35,7 +35,11 @@
       (fun a b => coeff a (T * C K) * coeff b T), Finset.sum_range]
     exact Finset.sum_congr rfl fun k _ => by rw [PowerSeries.coeff_mul_C]
+  have hX : coeff (m + 1) (X * C K) = if m = 0 then K else 0 := by
+    rw [PowerSeries.coeff_succ_X_mul, PowerSeries.coeff_C]
   rw [residual, add_mul, mul_add, hT, hK]
-  simp only [map_add, PowerSeries.coeff_succ_X_mul, PowerSeries.coeff_C_mul,
-    PowerSeries.coeff_mul_C, hq, PowerSeries.coeff_C, source]
+  simp only [map_add]
+  rw [hX]
+  simp only [PowerSeries.coeff_succ_X_mul, PowerSeries.coeff_C_mul,
+    PowerSeries.coeff_mul_C, hq, source]
   abel
 
```

Diagnosis. The unsolved goal has `(coeff (m + 1)) X * K` on the left where the right has `if m = 0 then K else 0`. The right-hand expression comes from unfolding `source`. The left-hand one comes from the term `X * C K` of the residual, whose coefficient two of the lemmas given to `simp only` can rewrite. `PowerSeries.coeff_succ_X_mul` would strip off `X` and leave a coefficient of `C K`, but `PowerSeries.coeff_mul_C` was applied instead and pulled out `K`. Nothing in the list evaluates the remaining coefficient of `X`, and `abel`, which only rearranges sums, cannot identify the two expressions. The suggestion of `abel_nf` comes from that failure and is no cure. The warning has the same origin: no coefficient of a constant series ever appeared, so `PowerSeries.coeff_C` went unused.

The repair proves the value of this coefficient separately as `hX`, where `rw` applies `PowerSeries.coeff_succ_X_mul` and then `PowerSeries.coeff_C`. The first `simp only` now merely splits the sum, so that `rw [hX]` can replace the term before `PowerSeries.coeff_mul_C` reaches it. The second handles the other terms, and `abel` closes the goal. Dropping `PowerSeries.coeff_C` from the list is tidying, since `hX` has already used it.
